# Position derivative of the energy of a rigid, compactly supported charge in a continuously differentiable potential on the line

A charge distribution `Q` on the line is carried rigidly by an atom at `R`, and its energy in a fixed potential `V` is ∫ V(x) Q(x − R) dx. The theorem says that the derivative of this energy with respect to `R` is ∫ V′(x) Q(x − R) dx, the integral of the potential's slope against the displaced charge. It assumes that `V` has a continuous derivative `V'` everywhere and that `Q` is continuous with compact support; `Q` may take either sign and its total charge is arbitrary. The attempt first changes variables so that `R` appears in the potential instead of the charge, then differentiates under the integral sign, using a bound on `V'` over the region the charge sweeps as `R` varies slightly.

This version doesn't compile in Lean 4 with Mathlib:

```lean
import Mathlib

open MeasureTheory
open scoped InnerProductSpace Pointwise

namespace HasDerivAtCouplingEnergy

noncomputable section

/-- Energy of a charge distribution `Q`, carried rigidly by an atom at `R`, in the
potential `V` on the line. -/
def couplingEnergy (V Q : ℝ → ℝ) (R : ℝ) : ℝ := ∫ x, V x * Q (x - R)

/-- For a potential with continuous derivative `V'` and a continuous, compactly supported
charge `Q`, the derivative of the energy with respect to the atomic position is the
integral of `V'` against the displaced charge. -/
theorem hasDerivAt_couplingEnergy {V V' Q : ℝ → ℝ} (hV : ∀ x, HasDerivAt V (V' x) x)
    (hV' : Continuous V') (hQ : Continuous Q) (hQc : HasCompactSupport Q) (R : ℝ) :
    HasDerivAt (couplingEnergy V Q) (couplingEnergy V' Q R) R := by
  have hVc : Continuous V := continuous_iff_continuousAt.2 fun x => (hV x).continuousAt
  -- translation moves the dependence on the position from the charge to the potential
  have shift : ∀ (W : ℝ → ℝ) (S : ℝ), couplingEnergy W Q S = ∫ y, W (y + S) * Q y := by
    intro W S
    have h := integral_sub_right_eq_self (μ := volume) (fun y => W (y + S) * Q y) S
    simpa only [sub_add_cancel] using h
  -- the field is bounded on the region swept by the charge
  obtain ⟨C, hC⟩ := (hQc.isCompact.add
    (isCompact_closedBall R 1)).exists_bound_of_continuousOn hV'.continuousOn
  have hm : ∀ W : ℝ → ℝ, Continuous W → ∀ S : ℝ,
      Continuous (fun y => W (y + S) * Q y) := by
    intro W hW S
    fun_prop
  have key := hasDerivAt_integral_of_dominated_loc_of_deriv_le (μ := volume)
    (F := fun S y => V (y + S) * Q y) (F' := fun S y => V' (y + S) * Q y)
    (bound := fun y => C * ‖Q y‖) (x₀ := R) (Metric.ball_mem_nhds R one_pos)
    (Filter.Eventually.of_forall fun S => (hm V hVc S).aestronglyMeasurable)
    ((hm V hVc R).integrable_of_hasCompactSupport hQc.mul_left)
    (hm V' hV' R).aestronglyMeasurable
    (Filter.Eventually.of_forall fun y S hS => by
      by_cases hy : y ∈ tsupport Q
      · rw [norm_mul]
        exact mul_le_mul_of_nonneg_right
          (hC _ (Set.add_mem_add hy (Metric.ball_subset_closedBall hS))) (norm_nonneg _)
      · simp [image_eq_zero_of_notMem_tsupport hy])
    ((hQ.integrable_of_hasCompactSupport hQc).norm.const_mul C)
    (Filter.Eventually.of_forall fun y S _ =>
      ((hV (y + S)).comp_const_add y S).mul_const (Q y))
  rw [shift V' R, funext (shift V)]
  exact key.2

end

end HasDerivAtCouplingEnergy
```

Messages:

```
Main.lean:25:4: error: Type mismatch: After simplification, term
  h
 has type
  @Eq ℝ (∫ (x : ℝ), W x * Q (x - S)) (∫ (x : ℝ), W (x + S) * Q x)
but is expected to have type
  @Eq ℝ (couplingEnergy W Q S) (∫ (y : ℝ), W (y + S) * Q y)
```

Cause. The error is in `shift`, the change of variables. After `sub_add_cancel` has turned `x - S + S` into `x`, the term `h` says exactly what is wanted, but with the left side written as the integral `∫ x, W x * Q (x - S)`. The goal has `couplingEnergy W Q S` there instead. The two are equal by definition, but `couplingEnergy` is an ordinary `def`, which `simpa` does not unfold when it compares the simplified `h` with the goal, and `simpa only [sub_add_cancel]` gives the simplifier no leave to unfold it either. Hence the type mismatch.

Adding `couplingEnergy` to the simp list makes the simplifier replace the name in the goal by its integral, and the two sides then match. The other change, to the comment about the bound on `V'`, is mere tidying and has no effect on the proof.

Lean accepts the file once it reads:

```diff
@@ -23,6 +23,6 @@
     intro W S
     have h := integral_sub_right_eq_self (μ := volume) (fun y => W (y + S) * Q y) S
-    simpa only [sub_add_cancel] using h
-  -- the field is bounded on the region swept by the charge
+    simpa only [couplingEnergy, sub_add_cancel] using h
+  -- the derivative `V'` is bounded on the region swept by the charge
   obtain ⟨C, hC⟩ := (hQc.isCompact.add
     (isCompact_closedBall R 1)).exists_bound_of_continuousOn hV'.continuousOn
```
